# Trace norm and spectral width bound the energy difference of two density matrices

Suppose an approximate density matrix $\sigma$ stands in for the exact $\rho$, both of trace one, and the energy error is estimated by the largest $|\lambda(H)|$ times the trace norm of $\rho-\sigma$. Adding a constant to $H$, such as a nuclear repulsion energy, leaves the true error $\mathrm{tr}((\rho-\sigma)H)$ unchanged, yet it can make this estimate arbitrarily large. A bound by the spectral width of $H$ does not have this defect:

$$|\mathrm{tr}((\rho-\sigma)H)|\le\frac{\lambda_{\max}(H)-\lambda_{\min}(H)}{2}\sum_k|d_k|,$$

where $d_k$ are the eigenvalues of $\rho-\sigma$. It holds for any two density matrices of trace one and any Hermitian $H$ of the same finite size.

## States, levels and the trace norm

The finite type `n` labels an orthonormal basis, and operators are complex matrices over it.

```lean
import Mathlib

open Matrix
open scoped ComplexOrder

namespace TraceDistanceEnergy

noncomputable section

variable {n : Type*} [Fintype n] [DecidableEq n]
```

A state is a positive semidefinite matrix of trace one, pure or mixed.

```lean
/-- A density matrix: positive semidefinite with trace one. -/
def IsDensity (ρ : Matrix n n ℂ) : Prop := ρ.PosSemidef ∧ ρ.trace = 1
```

The highest and lowest levels are the supremum and infimum of the finite family of eigenvalues. Each definition takes the proof `hH` that $H$ is Hermitian, because Mathlib's real `eigenvalues` are attached to that proof.

```lean
/-- The highest energy level of a Hermitian matrix. -/
def topLevel {H : Matrix n n ℂ} (hH : H.IsHermitian) : ℝ := ⨆ i, hH.eigenvalues i

/-- The lowest energy level of a Hermitian matrix. -/
def bottomLevel {H : Matrix n n ℂ} (hH : H.IsHermitian) : ℝ := ⨅ i, hH.eigenvalues i
```

The trace norm is $\|D\|_1=\sum_k|d_k|$, without a prefactor. With the trace distance defined as $\tfrac12\|\rho-\sigma\|_1$, the bound reads: energy error at most spectral width times trace distance.

```lean
/-- The trace norm of a Hermitian matrix: the sum of its absolute eigenvalues. -/
def traceNorm {D : Matrix n n ℂ} (hD : D.IsHermitian) : ℝ := ∑ i, |hD.eigenvalues i|
```

A difference of two states is Hermitian, so its trace norm is defined.

```lean
omit [DecidableEq n] in
/-- The difference of two density matrices is Hermitian. -/
theorem IsDensity.sub_isHermitian {ρ σ : Matrix n n ℂ} (hρ : IsDensity ρ)
    (hσ : IsDensity σ) : (ρ - σ).IsHermitian :=
  hρ.1.isHermitian.sub hσ.1.isHermitian
```

## Energy as a sum over transition probabilities

Write $D=\rho-\sigma$ and diagonalise both matrices:
$$D=U\,\mathrm{diag}(d)\,U^\dagger,\qquad H=V\,\mathrm{diag}(e)\,V^\dagger,$$
with $U$ and $V$ unitary.

The argument turns on Mathlib's `spectral_theorem`. It expresses the matrix as a diagonal one conjugated by `eigenvectorUnitary`, and `Unitary.conjStarAlgAut_apply` turns that conjugation into an ordinary triple product. The diagonal holds Mathlib's `eigenvalues`, the same function that enters `traceNorm` and `topLevel`, so no separate argument is needed to match two lists of eigenvalues.

```lean
/-- A Hermitian matrix is diagonalised by a unitary matrix, with its eigenvalues on the
diagonal. -/
theorem exists_diagonalisation {D : Matrix n n ℂ} (hD : D.IsHermitian) :
    ∃ U : Matrix n n ℂ, Uᴴ * U = 1 ∧ U * Uᴴ = 1 ∧
      D = U * diagonal (fun i => (hD.eigenvalues i : ℂ)) * Uᴴ :=
  ⟨hD.eigenvectorUnitary, Matrix.mem_unitaryGroup_iff'.1 hD.eigenvectorUnitary.2,
    Matrix.mem_unitaryGroup_iff.1 hD.eigenvectorUnitary.2,
    hD.spectral_theorem.trans (Unitary.conjStarAlgAut_apply _ _)⟩
```

Let $W=V^\dagger U$ be the overlap matrix of the two eigenbases. Cyclicity of the trace gives
$$\mathrm{tr}(DH)=\mathrm{tr}\big(\mathrm{diag}(d)\,W^\dagger\mathrm{diag}(e)\,W\big)=\sum_k\sum_j d_k e_j|W_{jk}|^2 .$$
In the code, `h1` is the cyclic step. The remaining lines expand the matrix products and use $\overline{W_{jk}}W_{jk}=|W_{jk}|^2$. This identity holds for any $U$ and $V$; unitarity enters later.

```lean
/-- For any square matrices `U`, `V` and real `d`, `e`, the trace of the product of `U diag(d) Uᴴ`
and `V diag(e) Vᴴ` is the sum of the products `d k * e j`, weighted by the squared moduli of the
entries `(j, k)` of `Vᴴ * U`. -/
theorem trace_eq_sum_overlaps (U V : Matrix n n ℂ) (d e : n → ℝ) :
    ((U * diagonal (fun i => (d i : ℂ)) * Uᴴ) *
      (V * diagonal (fun i => (e i : ℂ)) * Vᴴ)).trace =
    ((∑ k, ∑ j, d k * e j * Complex.normSq ((Vᴴ * U) j k) : ℝ) : ℂ) := by
  -- by cyclicity of the trace, `U` and `V` enter only through `Vᴴ * U`
  have h1 : ((U * diagonal (fun i => (d i : ℂ)) * Uᴴ) *
      (V * diagonal (fun i => (e i : ℂ)) * Vᴴ)).trace =
      (diagonal (fun i => (d i : ℂ)) *
        ((Vᴴ * U)ᴴ * diagonal (fun i => (e i : ℂ)) * (Vᴴ * U))).trace := by
    rw [Matrix.conjTranspose_mul, Matrix.conjTranspose_conjTranspose]
    simp only [mul_assoc]
    rw [Matrix.trace_mul_comm U]
    simp only [mul_assoc]
  rw [h1]
  generalize Vᴴ * U = W
  simp only [Complex.ofReal_sum, Complex.ofReal_mul, Matrix.trace, Matrix.diag_apply]
  refine Finset.sum_congr rfl fun k _ => ?_
  rw [Matrix.diagonal_mul, Matrix.mul_apply, Finset.mul_sum]
  refine Finset.sum_congr rfl fun j _ => ?_
  rw [Matrix.mul_diagonal, Matrix.conjTranspose_apply]
  have h : star (W j k) * W j k = (Complex.normSq (W j k) : ℂ) :=
    Complex.normSq_eq_conj_mul_self.symm
  linear_combination ((d k : ℂ) * e j) * h
```

## Subtracting the midpoint of the spectrum

Put $p_{jk}=|W_{jk}|^2$, the probability of finding level $j$ of $H$ in eigenstate $k$ of $D$. Then $p_{jk}\ge0$ and $\sum_j p_{jk}=1$. If all levels satisfy $a\le e_j\le b$, the mean energy $E_k=\sum_j e_jp_{jk}$ also lies in $[a,b]$, so
$$\Big|E_k-\frac{a+b}{2}\Big|\le\frac{b-a}{2}.$$
Since $\sum_k d_k=0$, the midpoint can be subtracted without changing the total:
$$\Big|\sum_k d_kE_k\Big|=\Big|\sum_k d_k\Big(E_k-\frac{a+b}{2}\Big)\Big|\le\frac{b-a}{2}\sum_k|d_k|.$$
The lemma states this for real numbers alone. Its `hk` is the first display, `shift` is the subtraction, and the last lines are the triangle inequality.

```lean
omit [DecidableEq n] in
/-- If populations change by `d k` with total change zero, and each state `k` has level
probabilities `p j k`, the mean energy changes by at most half the width of the energy window
times the sum of the absolute changes. -/
theorem population_bound (d e : n → ℝ) (p : n → n → ℝ) (a b : ℝ)
    (hp : ∀ j k, 0 ≤ p j k) (hs : ∀ k, ∑ j, p j k = 1) (h0 : ∑ k, d k = 0)
    (ha : ∀ j, a ≤ e j) (hb : ∀ j, e j ≤ b) :
    |∑ k, ∑ j, d k * e j * p j k| ≤ (b - a) / 2 * ∑ k, |d k| := by
  -- every mean energy lies within half the width of the midpoint
  have hk : ∀ k, |∑ j, e j * p j k - (a + b) / 2| ≤ (b - a) / 2 := by
    intro k
    have lo : a ≤ ∑ j, e j * p j k := calc
      a = ∑ j, a * p j k := by rw [← Finset.mul_sum, hs, mul_one]
      _ ≤ _ := Finset.sum_le_sum fun j _ => mul_le_mul_of_nonneg_right (ha j) (hp j k)
    have hi : ∑ j, e j * p j k ≤ b := calc
      _ ≤ ∑ j, b * p j k :=
        Finset.sum_le_sum fun j _ => mul_le_mul_of_nonneg_right (hb j) (hp j k)
      _ = b := by rw [← Finset.mul_sum, hs, mul_one]
    rw [abs_le]
    constructor <;> linarith
  -- the midpoint drops out because the changes sum to zero
  have shift : ∑ k, ∑ j, d k * e j * p j k =
      ∑ k, d k * (∑ j, e j * p j k - (a + b) / 2) := by
    simp only [mul_sub]
    rw [Finset.sum_sub_distrib, ← Finset.sum_mul, h0, zero_mul, sub_zero]
    refine Finset.sum_congr rfl fun k _ => ?_
    rw [Finset.mul_sum]
    exact Finset.sum_congr rfl fun j _ => by ring
  rw [shift, Finset.mul_sum]
  refine (Finset.abs_sum_le_sum_abs _ _).trans (Finset.sum_le_sum fun k _ => ?_)
  rw [abs_mul, mul_comm]
  exact mul_le_mul_of_nonneg_right (hk k) (abs_nonneg _)
```

The weights $p_{jk}=|W_{jk}|^2$ are nonnegative, and three more facts are needed to apply the lemma. The $d_k$ sum to $\mathrm{tr}\,D=0$ (`hsum`). The columns of $W$ are normalised, because $W^\dagger W=U^\dagger VV^\dagger U=1$ (`hW`). Every $e_j$ lies between `bottomLevel hH` and `topLevel hH`, because a finite family is bounded.

```lean
/-- For a traceless Hermitian `D` and a Hermitian `H`, the modulus of `tr (D H)` is at most
half the spectral width of `H` times the trace norm of `D`. -/
theorem traceless_bound {D H : Matrix n n ℂ} (hD : D.IsHermitian) (hH : H.IsHermitian)
    (h0 : D.trace = 0) :
    ‖(D * H).trace‖ ≤ (topLevel hH - bottomLevel hH) / 2 * traceNorm hD := by
  obtain ⟨U, hU, -, eD⟩ := exists_diagonalisation hD
  obtain ⟨V, -, hV, eH⟩ := exists_diagonalisation hH
  have ht := (congrArg₂ (fun A B : Matrix n n ℂ => (A * B).trace) eD eH).trans
    (trace_eq_sum_overlaps U V hD.eigenvalues hH.eigenvalues)
  have hW : (Vᴴ * U)ᴴ * (Vᴴ * U) = 1 := by
    rw [Matrix.conjTranspose_mul, Matrix.conjTranspose_conjTranspose]
    calc Uᴴ * V * (Vᴴ * U) = Uᴴ * (V * Vᴴ) * U := by simp only [mul_assoc]
      _ = 1 := by rw [hV, mul_one, hU]
  have hsum : ∑ k, hD.eigenvalues k = 0 := by
    have h := hD.trace_eq_sum_eigenvalues
    rw [h0] at h
    apply Complex.ofReal_injective
    rw [Complex.ofReal_sum, Complex.ofReal_zero]
    exact h.symm
  change (D * H).trace = _ at ht
  rw [ht, Complex.norm_real, Real.norm_eq_abs]
  refine population_bound _ _ (fun j k => Complex.normSq ((Vᴴ * U) j k)) _ _
    (fun j k => Complex.normSq_nonneg _) (fun k => ?_) hsum
    (fun j => ciInf_le (Set.finite_range _).bddBelow j)
    (fun j => le_ciSup (Set.finite_range _).bddAbove j)
  -- the columns of a unitary overlap matrix are normalised
  have h := congrFun (congrFun hW k) k
  rw [Matrix.mul_apply, Matrix.one_apply_eq] at h
  apply Complex.ofReal_injective
  rw [Complex.ofReal_sum, Complex.ofReal_one, ← h]
  exact Finset.sum_congr rfl fun j _ => Complex.normSq_eq_conj_mul_self
```

The norm bars on the left denote the modulus of a complex number, since Lean's trace of a complex matrix is complex. Two states have equal trace, so their difference is traceless and the bound for energies follows.

```lean
/-- The energies of two density matrices differ by at most half the spectral width of the
Hamiltonian times the trace norm of their difference. -/
theorem energy_error_le {ρ σ H : Matrix n n ℂ} (hρ : IsDensity ρ) (hσ : IsDensity σ)
    (hH : H.IsHermitian) :
    ‖((ρ - σ) * H).trace‖ ≤
      (topLevel hH - bottomLevel hH) / 2 * traceNorm (hρ.sub_isHermitian hσ) :=
  traceless_bound _ hH (by rw [Matrix.trace_sub, hρ.2, hσ.2, sub_self])
```

For many-electron states in a finite basis, this converts the trace norm of the error in the full density matrix into an upper bound on the energy error, provided both energies are taken with the same $H$. One-particle density matrices have trace $N$ rather than one, but `traceless_bound` applies to the difference of two with equal $N$ in an orthonormal basis, with $H$ a one-body Hamiltonian. The width in the bound is that of the finite matrix, and it may grow as the basis is enlarged.

## An observable that attains the bound

Let $s_k=1$ if $d_k\ge0$ and $s_k=-1$ otherwise, and take $H=U\,\mathrm{diag}(s)\,U^\dagger$. It is diagonal in the same eigenbasis as $D$, and for such matrices the diagonal values in that basis multiply:

```lean
/-- The product of two matrices diagonal in the same orthonormal basis is diagonal in that basis,
and its diagonal values are the products of theirs. -/
theorem common_basis_mul {U : Matrix n n ℂ} (hU : Uᴴ * U = 1) (a b : n → ℂ) :
    (U * diagonal a * Uᴴ) * (U * diagonal b * Uᴴ) =
      U * diagonal (fun i => a i * b i) * Uᴴ := by
  calc _ = U * diagonal a * (Uᴴ * U) * diagonal b * Uᴴ := by simp only [mul_assoc]
    _ = _ := by rw [hU, mul_one, mul_assoc U, Matrix.diagonal_mul_diagonal]
```

Hence $H^2=U\,\mathrm{diag}(s^2)\,U^\dagger=1$ and
$$\mathrm{tr}(DH)=\sum_k d_ks_k=\sum_k|d_k|=\|D\|_1 .$$
The width of $H$ follows from $H^2=1$. In an eigenbasis $V$ of $H$ this reads $V\,\mathrm{diag}(e^2)\,V^\dagger=1$, and multiplying by $V^\dagger$ on the left and $V$ on the right gives $e_i^2=1$.

```lean
/-- Every eigenvalue of a Hermitian matrix with `H² = 1` squares to one. -/
theorem eigenvalue_sq_of_involution {H : Matrix n n ℂ} (hH : H.IsHermitian)
    (h : H * H = 1) (i : n) : hH.eigenvalues i * hH.eigenvalues i = 1 := by
  obtain ⟨V, hV, -, eH⟩ := exists_diagonalisation hH
  have h2 := (common_basis_mul hV (fun i => (hH.eigenvalues i : ℂ))
    (fun i => (hH.eigenvalues i : ℂ))).symm
  rw [← eH, h] at h2
  have h3 : diagonal (fun i => (hH.eigenvalues i : ℂ) * (hH.eigenvalues i : ℂ)) = 1 := by
    calc _ = (Vᴴ * V) * diagonal (fun i => (hH.eigenvalues i : ℂ) * (hH.eigenvalues i : ℂ))
          * (Vᴴ * V) := by rw [hV, one_mul, mul_one]
      _ = Vᴴ * (V * diagonal (fun i => (hH.eigenvalues i : ℂ) * (hH.eigenvalues i : ℂ))
          * Vᴴ) * V := by simp only [mul_assoc]
      _ = 1 := by rw [h2, mul_one, hV]
  have h4 := congrFun (congrFun h3 i) i
  rw [Matrix.diagonal_apply_eq, Matrix.one_apply_eq] at h4
  exact_mod_cast h4
```

All levels of $H$ therefore lie in $[-1,1]$, half the width is at most one, and
$$\frac{\lambda_{\max}-\lambda_{\min}}{2}\|D\|_1\le\|D\|_1=|\mathrm{tr}(DH)| .$$
The general bound supplies the opposite inequality, and `le_antisymm` joins the two. The theorem also records the value $\mathrm{tr}(DH)=\|D\|_1$. Without it, $H=1$ would satisfy the equality for every pair of states, with zero on both sides.

The observable depends on the pair of states, so a given physical Hamiltonian may stay well below the bound.

```lean
/-- For any two density matrices there is a Hermitian `H` with `H² = 1` that both attains equality
in the energy bound and makes `tr ((ρ - σ) H)` equal to the trace norm of `ρ - σ`. -/
theorem energy_error_sharp {ρ σ : Matrix n n ℂ} (hρ : IsDensity ρ) (hσ : IsDensity σ) :
    ∃ (H : Matrix n n ℂ) (hH : H.IsHermitian), H * H = 1 ∧
      ((ρ - σ) * H).trace = (traceNorm (hρ.sub_isHermitian hσ) : ℂ) ∧
      ‖((ρ - σ) * H).trace‖ =
        (topLevel hH - bottomLevel hH) / 2 * traceNorm (hρ.sub_isHermitian hσ) := by
  have hne : Nonempty n := by
    by_contra hn
    have : IsEmpty n := not_nonempty_iff.1 hn
    have h := hρ.2
    simp [Matrix.trace] at h
  set hD := hρ.sub_isHermitian hσ
  obtain ⟨U, hU, hU', eD⟩ := exists_diagonalisation hD
  -- the signs of the eigenvalues of the difference
  obtain ⟨s, hs⟩ : ∃ s : n → ℝ, ∀ k, s k * s k = 1 ∧
      hD.eigenvalues k * s k = |hD.eigenvalues k| := by
    refine ⟨fun k => if 0 ≤ hD.eigenvalues k then 1 else -1, fun k => ?_⟩
    by_cases h : 0 ≤ hD.eigenvalues k
    · simp only [if_pos h, abs_of_nonneg h, mul_one, and_self]
    · simp only [if_neg h, abs_of_neg (not_le.1 h)]
      constructor <;> ring
  have hH : (U * diagonal (fun i => (s i : ℂ)) * Uᴴ).IsHermitian := by
    have hstar : star (fun i => (s i : ℂ)) = fun i => (s i : ℂ) :=
      funext fun i => Complex.conj_ofReal (s i)
    unfold Matrix.IsHermitian
    rw [Matrix.conjTranspose_mul, Matrix.conjTranspose_mul,
      Matrix.conjTranspose_conjTranspose, Matrix.diagonal_conjTranspose, hstar, mul_assoc]
  have hsq : (U * diagonal (fun i => (s i : ℂ)) * Uᴴ) *
      (U * diagonal (fun i => (s i : ℂ)) * Uᴴ) = 1 := by
    have h1 : (fun i => (s i : ℂ) * (s i : ℂ)) = fun _ => 1 :=
      funext fun i => by exact_mod_cast (hs i).1
    rw [common_basis_mul hU, h1, Matrix.diagonal_one, mul_one, hU']
  have htr : ((ρ - σ) * (U * diagonal (fun i => (s i : ℂ)) * Uᴴ)).trace =
      (traceNorm hD : ℂ) := by
    have h1 := congrArg (fun A => (A * (U * diagonal (fun i => (s i : ℂ)) * Uᴴ)).trace) eD
    refine h1.trans ?_

    rw [common_basis_mul hU, Matrix.trace_mul_comm, ← mul_assoc, hU, one_mul,
      Matrix.trace_diagonal, traceNorm, Complex.ofReal_sum]
    exact Finset.sum_congr rfl fun i _ => by exact_mod_cast (hs i).2
  refine ⟨_, hH, hsq, htr, le_antisymm (energy_error_le hρ hσ hH) ?_⟩
  -- the spectral width is at most two
  have htop : topLevel hH ≤ 1 :=
    ciSup_le fun i => by nlinarith [eigenvalue_sq_of_involution hH hsq i]
  have hbot : -1 ≤ bottomLevel hH :=
    le_ciInf fun i => by nlinarith [eigenvalue_sq_of_involution hH hsq i]
  have hT : 0 ≤ traceNorm hD := Finset.sum_nonneg fun i _ => abs_nonneg _
  rw [htr, Complex.norm_real, Real.norm_eq_abs, abs_of_nonneg hT]
  exact mul_le_of_le_one_left hT (by linarith)

end

end TraceDistanceEnergy
```

```lean
#print axioms TraceDistanceEnergy.energy_error_le
-- 'TraceDistanceEnergy.energy_error_le' depends on axioms: [propext, Classical.choice, Quot.sound]
#print axioms TraceDistanceEnergy.energy_error_sharp
-- 'TraceDistanceEnergy.energy_error_sharp' depends on axioms: [propext, Classical.choice, Quot.sound]
```

## One level and two levels

With a single basis state the only density matrix is $1$, so $\rho=\sigma$ and both sides vanish. Size zero admits no density matrix, since an empty trace is $0$; the last proof uses this to obtain a nonempty `n`.

With two levels, take $\rho=\mathrm{diag}(1,0)$ and $\sigma=\mathrm{diag}(0,1)$. Then $D=\mathrm{diag}(1,-1)$ has trace norm $2$, and the sign construction gives $H=\mathrm{diag}(1,-1)$, of width $2$. Both sides equal $2$, the energy difference between the upper and the lower level.
